# Zero-field splitting from singlet-triplet spin-orbit coupling in a four-determinant π+π- model

The NH molecule and the O₂ molecule both have a triplet ground state with two outer electrons in a degenerate pair of π orbitals. Without any magnetic field, the component with M_S = 0 (the total spin projection on the molecular axis) still differs in energy from the two with M_S = ±1. Part of this zero-field splitting comes from spin-orbit coupling, although its expectation value vanishes in each of the three components. How large is the contribution from mixing with a single excited singlet, and how good is the second-order estimate of it?

## The lowering of the M_S = 0 level

Put one electron in π+, with l_z = +1, and one in π-, with l_z = -1, in units of ħ. Write |ab⟩ for the determinant with spin a in π+ and spin b in π-, keeping the orbital order fixed. The Hamiltonian is

H = ζ Σ l_z s_z + Δ P,

where P projects on the spin singlet. The constant ζ is the spin-orbit splitting that a single electron in these orbitals would show, and Δ > 0 is the energy of the singlet above the triplet, which comes from exchange. The claim is that the M_S = ±1 states stay at energy 0, while the M_S = 0 triplet, mixed with some singlet, moves to -D with

D = (√(Δ² + 4ζ²) - Δ)/2,

ζ²/Δ - ζ⁴/Δ³ ≤ D ≤ ζ²/Δ.

On |ab⟩ the operator Σ l_z s_z has the value s_a - s_b. This is 0 for |↑↑⟩ and |↓↓⟩, +1 for |↑↓⟩ and -1 for |↓↑⟩. The parallel determinants contain no singlet, so H gives zero on both. For the other two, take

T = (|↑↓⟩ + |↓↑⟩)/√2,  S = (|↑↓⟩ - |↓↑⟩)/√2.

The spin-orbit operator exchanges T and S, and P keeps S and removes T. Hence

HT = ζS,  HS = ζT + ΔS.

An energy E in this two-dimensional space satisfies E(E - Δ) = ζ², whose roots are -D and Δ + D. Directly from the formula for D,

D(D + Δ) = ((Δ² + 4ζ²) - Δ²)/4 = ζ²,

and D ≥ 0 because the square root is at least |Δ|. The lower state is (Δ + D)T - ζS, since

H[(Δ + D)T - ζS] = (Δ + D)ζS - ζ²T - ζΔS = -ζ²T + DζS = -D[(Δ + D)T - ζS].

Its squared norm is (Δ + D)² + ζ² = (Δ + D)(Δ + 2D), so after normalisation the singlet has weight D/(Δ + 2D).

For the bounds, divide the quadratic relation by Δ:

D = ζ²/Δ - D²/Δ.

The last term is not negative, so D ≤ ζ²/Δ. Squaring this gives D²/Δ ≤ ζ⁴/Δ³, and the lower bound follows. For ζ ≠ 0, second-order perturbation theory, which gives ζ²/Δ, therefore overestimates D by at most the fraction ζ²/Δ² of its own value. This is a guide to perturbative spin-orbit calculations of zero-field splittings in so far as one singlet, with one coupling and one gap, dominates.

Two limits show the range of the formula. At ζ = 0 the splitting vanishes and the triplet is threefold degenerate. For |ζ| much larger than Δ, D approaches |ζ| - Δ/2, and the lower bound is negative and says nothing.

## Determinants and operators in Lean

```lean
import Mathlib

namespace PiPairZeroFieldSplitting

noncomputable section
```

A state is a table of four complex amplitudes. Thus `ψ true false` is the amplitude of |↑↓⟩, with spin up in π+.

```lean
/-- Amplitudes on the four determinants: the first argument is the spin of the electron in
`π+`, the second that of the electron in `π-`, with `true` for spin up. -/
abbrev State := Bool → Bool → ℂ

/-- The spin projection `s_z` of one electron, in units of `ħ`. -/
def sz : Bool → ℂ
  | true => 1 / 2
  | false => -1 / 2
```

The two operators are defined on every state as linear maps, so the coupling between T and S is a consequence of the definitions. The fields `map_add'` and `map_smul'` record linearity.

```lean
/-- The operator `∑ l_z s_z`, with `l_z = 1` in `π+` and `l_z = -1` in `π-`. -/
def spinOrbit : State →ₗ[ℂ] State where
  toFun ψ := fun a b => (1 * sz a + (-1) * sz b) * ψ a b
  map_add' ψ φ := by
    funext a b
    simp only [Pi.add_apply]
    ring
  map_smul' c ψ := by
    funext a b
    simp only [Pi.smul_apply, smul_eq_mul, RingHom.id_apply]
    ring
```

Exchanging the arguments of ψ exchanges the spins while the orbitals stay in place. With the fixed orbital order, the antisymmetric part is the singlet.

```lean
/-- The projector on the spin singlet: the part of a state that is antisymmetric under
exchange of the two spins. -/
def singletProjector : State →ₗ[ℂ] State where
  toFun ψ := fun a b => (ψ a b - ψ b a) / 2
  map_add' ψ φ := by
    funext a b
    simp only [Pi.add_apply]
    ring
  map_smul' c ψ := by
    funext a b
    simp only [Pi.smul_apply, smul_eq_mul, RingHom.id_apply]
    ring
```

Both parameters are real numbers, in a common energy unit, and the zero of energy is the uncoupled triplet.

```lean
/-- The Hamiltonian: spin-orbit coupling of strength `ζ` plus an energy `Δ` on the singlet. -/
def hamiltonian (ζ Δ : ℝ) : State →ₗ[ℂ] State :=
  (ζ : ℂ) • spinOrbit + (Δ : ℂ) • singletProjector
```

This model leaves out the two determinants with both electrons in the same π orbital. They form the term ¹Δ, where Δ is a symmetry label and not the gap. The gap Δ in H belongs to the other singlet, S, whose term is ¹Σ⁺. Since Σ l_z s_z is diagonal and vanishes on both omitted determinants, and the electron repulsion conserves the total l_z, including them would add a level without changing D.

The D of this model is not the whole measured splitting of a molecule, which also contains the direct magnetic dipole interaction of the two spins and the effect of spin-orbit coupling to other electronic states.

## Triplet, singlet and the splitting

The vectors T and S are `tripletZero` and `singlet`, both normalised.

```lean
/-- The normalised triplet state with `M_S = 0`. -/
def tripletZero : Bool → Bool → ℂ
  | true, false => ((1 / Real.sqrt 2 : ℝ) : ℂ)
  | false, true => ((1 / Real.sqrt 2 : ℝ) : ℂ)
  | true, true => 0
  | false, false => 0

/-- The normalised singlet state. -/
def singlet : Bool → Bool → ℂ
  | true, false => ((1 / Real.sqrt 2 : ℝ) : ℂ)
  | false, true => -((1 / Real.sqrt 2 : ℝ) : ℂ)
  | true, true => 0
  | false, false => 0
```

The function `splitting` is D, and `mixedTriplet` is the vector (Δ + D)T - ζS. Both are defined for all real ζ and Δ, and their names describe the case Δ > 0. For negative Δ the level at -D is the one that becomes the singlet as ζ goes to 0.

```lean
/-- The number `D = (√(Δ² + 4ζ²) - Δ) / 2`, which for `Δ > 0` is the zero-field splitting of the
model. -/
def splitting (ζ Δ : ℝ) : ℝ := (Real.sqrt (Δ ^ 2 + 4 * ζ ^ 2) - Δ) / 2

/-- The vector `(Δ + D) • tripletZero - ζ • singlet`, with `D = splitting ζ Δ`. For `Δ > 0` it is
the `M_S = 0` triplet with its admixture of singlet, not normalised. -/
def mixedTriplet (ζ Δ : ℝ) : State :=
  ((Δ : ℂ) + (splitting ζ Δ : ℂ)) • tripletZero - (ζ : ℂ) • singlet
```

## The coupling and the quadratic relation

The first lemma displays H on the amplitudes and holds by definition.

```lean
/-- The Hamiltonian written out on the determinant amplitudes. -/
theorem hamiltonian_apply (ζ Δ : ℝ) (ψ : State) (a b : Bool) :
    hamiltonian ζ Δ ψ a b =
      (ζ : ℂ) * ((1 * sz a + (-1) * sz b) * ψ a b) + (Δ : ℂ) * ((ψ a b - ψ b a) / 2) :=
  rfl
```

Next come the equations HT = ζS and HS = ζT + ΔS. The proof compares amplitudes on each of the four determinants, with `cases a <;> cases b` making the list and `ring` doing the arithmetic.

```lean
/-- The Hamiltonian takes the `M_S = 0` triplet to `ζ` times the singlet, and the singlet to `ζ`
times that triplet plus `Δ` times the singlet. -/
theorem triplet_singlet_coupling (ζ Δ : ℝ) :
    hamiltonian ζ Δ tripletZero = (ζ : ℂ) • singlet ∧
    hamiltonian ζ Δ singlet = (ζ : ℂ) • tripletZero + (Δ : ℂ) • singlet := by
  constructor
  · funext a b
    rw [hamiltonian_apply]
    cases a <;> cases b <;>
      simp only [sz, tripletZero, singlet, Pi.smul_apply, smul_eq_mul] <;> ring
  · funext a b
    rw [hamiltonian_apply]
    cases a <;> cases b <;>
      simp only [sz, tripletZero, singlet, Pi.add_apply, Pi.smul_apply, smul_eq_mul] <;> ring
```

Linear independence will show that the proposed eigenvectors are not zero. Adding and subtracting the amplitudes on |↑↓⟩ and |↓↑⟩ isolates α and β, each multiplied by the nonzero number 1/√2.

```lean
/-- The `M_S = 0` triplet and the singlet are linearly independent. -/
theorem triplet_singlet_independent (α β : ℂ)
    (h : α • tripletZero + β • singlet = 0) : α = 0 ∧ β = 0 := by
  have hc : ((1 / Real.sqrt 2 : ℝ) : ℂ) ≠ 0 := Complex.ofReal_ne_zero.2 (by positivity)
  have h1 := congrFun (congrFun h true) false
  have h2 := congrFun (congrFun h false) true
  simp only [Pi.add_apply, Pi.smul_apply, smul_eq_mul, tripletZero, singlet,
    Pi.zero_apply] at h1 h2
  constructor
  · exact (mul_eq_zero.1 (by linear_combination (h1 + h2) / 2)).resolve_right hc
  · exact (mul_eq_zero.1 (by linear_combination (h1 - h2) / 2)).resolve_right hc
```

The relation D(D + Δ) = ζ² and the sign of D hold for all real ζ and Δ. The sign follows from comparing the square root with |Δ|, and the relation from the fact that the root squares to Δ² + 4ζ².

```lean
/-- For all real `ζ` and `Δ`, the number `D = splitting ζ Δ` is nonnegative and satisfies
`D (D + Δ) = ζ²`. -/
theorem splitting_secular (ζ Δ : ℝ) :
    0 ≤ splitting ζ Δ ∧ splitting ζ Δ * (splitting ζ Δ + Δ) = ζ ^ 2 := by
  unfold splitting
  constructor
  · have h : |Δ| ≤ Real.sqrt (Δ ^ 2 + 4 * ζ ^ 2) :=
      Real.abs_le_sqrt (by nlinarith [sq_nonneg ζ])
    linarith [le_abs_self Δ]
  · have s := Real.sq_sqrt (show 0 ≤ Δ ^ 2 + 4 * ζ ^ 2 by positivity)
    linear_combination s / 4
```

## The shifted level and its bounds

The main theorem assumes Δ > 0 and has three parts. Every state without amplitude on |↑↓⟩ and |↓↑⟩ is sent to zero by H, which covers all combinations of M_S = +1 and M_S = -1. The vector `mixedTriplet ζ Δ` is nonzero and is an eigenvector at -D. Finally, D lies between the two stated bounds.

The first part is checked determinant by determinant. If the mixed vector were zero, independence would give Δ + D = 0, against Δ > 0 and D ≥ 0. For the eigenvalue equation, `rw` inserts HT and HS, and the remaining difference is the quadratic relation multiplied by T, which `linear_combination` supplies. In the last part, `e` is the equation D = ζ²/Δ - D²/Δ, `hu` is the upper bound, and `hl` is its squared form divided by Δ.

```lean
/-- For a gap `Δ > 0`, all combinations of the `M_S = 1` and `M_S = -1` determinants stay at
energy zero, the mixed `M_S = 0` triplet is an eigenstate at `-D`, and `D` lies between
`ζ²/Δ - ζ⁴/Δ³` and `ζ²/Δ`. -/
theorem zero_field_splitting (ζ Δ : ℝ) (hΔ : 0 < Δ) :
    (∀ ψ : State, ψ true false = 0 → ψ false true = 0 → hamiltonian ζ Δ ψ = 0) ∧
    (mixedTriplet ζ Δ ≠ 0 ∧
      hamiltonian ζ Δ (mixedTriplet ζ Δ) = (-(splitting ζ Δ : ℂ)) • mixedTriplet ζ Δ) ∧
    (ζ ^ 2 / Δ - ζ ^ 4 / Δ ^ 3 ≤ splitting ζ Δ ∧ splitting ζ Δ ≤ ζ ^ 2 / Δ) := by
  obtain ⟨hT, hS⟩ := triplet_singlet_coupling ζ Δ
  obtain ⟨h0, hq⟩ := splitting_secular ζ Δ
  refine ⟨?_, ⟨?_, ?_⟩, ?_⟩
  · intro ψ h1 h2
    funext a b
    rw [hamiltonian_apply]
    cases a <;> cases b <;> simp only [sz, h1, h2, Pi.zero_apply] <;> ring
  · intro h
    unfold mixedTriplet at h
    have h' := (triplet_singlet_independent ((Δ : ℂ) + (splitting ζ Δ : ℂ)) (-(ζ : ℂ))
      (by rw [neg_smul, ← sub_eq_add_neg]; exact h)).1
    have h'' : Δ + splitting ζ Δ = 0 := by exact_mod_cast h'
    linarith
  · have q : (splitting ζ Δ : ℂ) * ((splitting ζ Δ : ℂ) + (Δ : ℂ)) = (ζ : ℂ) ^ 2 := by
      exact_mod_cast hq
    unfold mixedTriplet
    rw [map_sub, map_smul, map_smul, hT, hS]
    linear_combination (norm := module) q • tripletZero
  · -- the secular equation as a correction to second-order perturbation theory
    have e : splitting ζ Δ = (ζ ^ 2 - splitting ζ Δ ^ 2) / Δ := by
      rw [eq_div_iff hΔ.ne']
      linear_combination hq
    rw [sub_div] at e
    have hp : 0 ≤ splitting ζ Δ ^ 2 / Δ := by positivity
    have hu : splitting ζ Δ ≤ ζ ^ 2 / Δ := by linarith
    have hl : splitting ζ Δ ^ 2 / Δ ≤ (ζ ^ 2 / Δ) ^ 2 / Δ := by gcongr
    have hr : (ζ ^ 2 / Δ) ^ 2 / Δ = ζ ^ 4 / Δ ^ 3 := by field_simp
    exact ⟨by linarith, hu⟩
```

## All energies of the four determinants

The next theorem states that a complex number E is an eigenvalue of H exactly when it is 0, -D or Δ + D. It holds for all real ζ and Δ, and it lists the values without their multiplicities; some coincide when ζ = 0. The letter E is an energy here, not the rhombic zero-field splitting parameter.

Suppose first that Hψ = Eψ with E ≠ 0. The amplitudes on |↑↑⟩ and |↓↓⟩ then vanish. Writing x and y for those on |↑↓⟩ and |↓↑⟩, the other two equations are

(ζ + Δ/2 - E)x - (Δ/2)y = 0,

-(Δ/2)x + (-ζ + Δ/2 - E)y = 0.

Eliminating either amplitude leaves the other multiplied by E² - ΔE - ζ². If this factor were nonzero, ψ would be zero, so the factor vanishes; this is `hdet`. By the quadratic relation it equals (E + D)(E - Δ - D), which gives the two remaining energies.

In the other direction, |↑↑⟩ + |↓↓⟩ is an eigenvector at 0. For a root E of the quadratic, `key` uses (E - Δ)T + ζS. This vector is zero only if E = Δ and ζ = 0, and in that case S itself is the eigenvector.

```lean
/-- The energy levels of the four-determinant problem are exactly `0`, `-D` and `Δ + D`. -/
theorem energy_levels (ζ Δ : ℝ) (E : ℂ) :
    (∃ ψ : State, ψ ≠ 0 ∧ hamiltonian ζ Δ ψ = E • ψ) ↔
      E = 0 ∨ E = -(splitting ζ Δ : ℂ) ∨ E = (Δ : ℂ) + (splitting ζ Δ : ℂ) := by
  have q : (splitting ζ Δ : ℂ) * ((splitting ζ Δ : ℂ) + (Δ : ℂ)) = (ζ : ℂ) ^ 2 := by
    exact_mod_cast (splitting_secular ζ Δ).2
  constructor
  · rintro ⟨ψ, hψ, h⟩
    by_cases hE : E = 0
    · exact Or.inl hE
    right
    have e := fun a b => congrFun (congrFun h a) b
    simp only [hamiltonian_apply, Pi.smul_apply, smul_eq_mul] at e
    have e1 := e true false
    have e2 := e false true
    have e3 := e true true
    have e4 := e false false
    simp only [sz] at e1 e2 e3 e4
    -- for `E ≠ 0`, a nonzero eigenvector forces the secular determinant to vanish
    have hdet : E ^ 2 - Δ * E - (ζ : ℂ) ^ 2 = 0 := by
      by_contra hd
      apply hψ
      funext a b
      cases a <;> cases b
      · exact (mul_eq_zero.1 (show E * ψ false false = 0 by
          linear_combination -e4)).resolve_left hE
      · exact (mul_eq_zero.1 (show (E ^ 2 - Δ * E - (ζ : ℂ) ^ 2) * ψ false true = 0 by
          linear_combination (ζ + Δ / 2 - E) * e2 + (Δ / 2) * e1)).resolve_left hd
      · exact (mul_eq_zero.1 (show (E ^ 2 - Δ * E - (ζ : ℂ) ^ 2) * ψ true false = 0 by
          linear_combination (-ζ + Δ / 2 - E) * e1 + (Δ / 2) * e2)).resolve_left hd
      · exact (mul_eq_zero.1 (show E * ψ true true = 0 by
          linear_combination -e3)).resolve_left hE
    have hf : (E + splitting ζ Δ) * (E - (Δ + splitting ζ Δ)) = 0 := by
      linear_combination hdet - q
    rcases mul_eq_zero.1 hf with h1 | h1
    · exact Or.inl (eq_neg_of_add_eq_zero_left h1)
    · exact Or.inr (sub_eq_zero.1 h1)
  · obtain ⟨hT, hS⟩ := triplet_singlet_coupling ζ Δ
    -- every root of the secular equation is an eigenvalue
    have key : E ^ 2 - Δ * E - (ζ : ℂ) ^ 2 = 0 →
        ∃ ψ : State, ψ ≠ 0 ∧ hamiltonian ζ Δ ψ = E • ψ := by
      intro hd
      by_cases hc : E - Δ = 0 ∧ (ζ : ℂ) = 0
      · refine ⟨singlet, fun h => ?_, ?_⟩
        · exact one_ne_zero (triplet_singlet_independent 0 1
            (by rw [zero_smul, one_smul, zero_add]; exact h)).2
        · rw [hS, hc.2, zero_smul, zero_add, sub_eq_zero.1 hc.1]
      · refine ⟨(E - Δ) • tripletZero + (ζ : ℂ) • singlet,
          fun h => hc (triplet_singlet_independent _ _ h), ?_⟩
        rw [map_add, map_smul, map_smul, hT, hS]
        linear_combination (norm := module) (-hd) • tripletZero
    rintro (h | h | h)
    · refine ⟨fun a b => if a = b then 1 else 0, fun h' => ?_, ?_⟩
      · have h1 := congrFun (congrFun h' true) true
        simp at h1
      · rw [h, zero_smul]
        funext a b
        rw [hamiltonian_apply]
        cases a <;> cases b <;> simp [sz]
    · exact key (by rw [h]; linear_combination q)
    · exact key (by rw [h]; linear_combination q)
```

## When the splitting is positive

For Δ > 0, the levels separate as soon as ζ is nonzero, whatever its sign. If D > 0, then D(D + Δ) = ζ² is positive, so ζ cannot be zero. Conversely, D = 0 would make ζ² = 0. For Δ < 0 and ζ = 0 the formula gives D = -Δ > 0, so the equivalence needs at least Δ ≥ 0.

```lean
/-- For a gap `Δ > 0`, the zero-field splitting is positive exactly when the spin-orbit
coupling `ζ` is nonzero. -/
theorem splitting_pos_iff (ζ Δ : ℝ) (hΔ : 0 < Δ) : 0 < splitting ζ Δ ↔ ζ ≠ 0 := by
  obtain ⟨h0, hq⟩ := splitting_secular ζ Δ
  constructor
  · intro hD hζ
    have hp := mul_pos hD (add_pos hD hΔ)
    rw [hq, hζ] at hp
    norm_num at hp
  · intro hζ
    refine lt_of_le_of_ne h0 fun h => hζ ?_
    rw [← h] at hq
    exact (pow_eq_zero_iff two_ne_zero).1 (by linarith)

end

end PiPairZeroFieldSplitting
```

```lean
#print axioms PiPairZeroFieldSplitting.zero_field_splitting
#print axioms PiPairZeroFieldSplitting.energy_levels
#print axioms PiPairZeroFieldSplitting.splitting_pos_iff
```

```
'PiPairZeroFieldSplitting.zero_field_splitting' depends on axioms: [propext, Classical.choice, Quot.sound]
'PiPairZeroFieldSplitting.energy_levels' depends on axioms: [propext, Classical.choice, Quot.sound]
'PiPairZeroFieldSplitting.splitting_pos_iff' depends on axioms: [propext, Classical.choice, Quot.sound]
```
